# A finite well with unequal masses has exactly one even level with kL < π, and it is the lowest even level

When the effective mass changes at an interface, the model must include a rule for joining the envelopes on the two sides. Here the envelope $\psi$ and the mass-weighted slope $\psi'/m$ are both taken to be continuous. This interface condition is postulated, not derived from a microscopic model; physically, it makes the probability current equal on the two sides.

The well is symmetric about $x=0$, with width $L$ and depth $V$. A particle has mass $a$ inside and mass $b$ in the barriers, and all four parameters are positive. The potential is zero in the well and $V$ outside, and $\hbar=1$. For a one-band quantum well with flat band edges, an energy-independent mass in each layer and zero in-plane wave vector, the result says that the even ground level always exists and where to search for it.

```lean
import Mathlib

open Real

namespace UnequalMassWell

noncomputable section
```

For an energy $E$, the wave number in the well is $k=\sqrt{2aE}$.

```lean
/-- Wave number in the well, for effective mass `a` and energy `E` (units with ħ = 1). -/
def wellK (a E : ℝ) : ℝ := √(2 * a * E)
```

In the barrier the decay constant is $q=\sqrt{2b(V-E)}$.

```lean
/-- Decay constant in the barrier, for effective mass `b`, barrier height `V` and energy `E`. -/
def barrierQ (b V E : ℝ) : ℝ := √(2 * b * (V - E))
```

An even envelope in the well is $A\cos(kx)$, with $A$ a real amplitude.

```lean
/-- Even envelope function inside the well, with amplitude `A`. -/
def wellWave (a E A x : ℝ) : ℝ := A * Real.cos (wellK a E * x)
```

In the right barrier the decaying solution is $B\,e^{-q(x-L/2)}$, so that $B$ is its value at the interface. The left barrier carries the mirror image and needs no separate function.

```lean
/-- Decaying envelope function in the right barrier, with amplitude `B` at the interface `L/2`. -/
def barrierWave (L V b E B x : ℝ) : ℝ := B * Real.exp (-(barrierQ b V E * (x - L / 2)))
```

## Even levels as a matching problem

An even level is an energy with $0<E<V$ for which amplitudes, not both zero, satisfy

$$A\cos\frac{kL}{2}=B,\qquad \frac{1}{a}\,\frac{d}{dx}\bigl[A\cos(kx)\bigr]_{L/2}=\frac{1}{b}\,\frac{d}{dx}\bigl[B\,e^{-q(x-L/2)}\bigr]_{L/2}.$$

`IsEvenLevel` states this with Lean's `deriv`. Each formula is differentiated as a function on the whole line, which at $L/2$ gives the slope from its own side. Odd levels are not treated, nor is normalisation, which only rescales $A$ and $B$ together.

```lean
/-- `E` is an even bound level: it lies strictly between `0` and `V`, and there are amplitudes `A`
and `B`, not both zero, for which the envelope and its slope divided by the local mass are
continuous at the interface. -/
def IsEvenLevel (L V a b E : ℝ) : Prop :=
  0 < E ∧ E < V ∧ ∃ A B : ℝ, (A ≠ 0 ∨ B ≠ 0) ∧
    wellWave a E A (L / 2) = barrierWave L V b E B (L / 2) ∧
    deriv (wellWave a E A) (L / 2) / a = deriv (barrierWave L V b E B) (L / 2) / b
```

Eliminating the amplitudes will lead to the zeros of

$$F(E)=\frac{k}{a}\sin\frac{kL}{2}-\frac{q}{b}\cos\frac{kL}{2}.$$

Unlike the tangent form, $F$ has no poles, which makes it the convenient function to hand to a root finder.

```lean
/-- Mismatch of the mass-weighted slopes at the interface, in a form free of poles. -/
def mismatch (L V a b E : ℝ) : ℝ :=
  wellK a E / a * Real.sin (wellK a E * (L / 2))
    - barrierQ b V E / b * Real.cos (wellK a E * (L / 2))
```

For $E>0$ the radicand $2aE$ is positive, hence $k>0$.

```lean
lemma wellK_pos {a E : ℝ} (ha : 0 < a) (hE : 0 < E) : 0 < wellK a E :=
  Real.sqrt_pos.2 (by positivity)
```

For $E<V$ the same argument gives $q>0$.

```lean
lemma barrierQ_pos {b V E : ℝ} (hb : 0 < b) (hE : E < V) : 0 < barrierQ b V E :=
  Real.sqrt_pos.2 (mul_pos (by positivity) (sub_pos.2 hE))
```

## The pieces solve their Schrödinger equations

The chain rule gives $\frac{d}{dx}A\cos(kx)=-Ak\sin(kx)$.

```lean
/-- Slope of the envelope inside the well. -/
lemma hasDerivAt_wellWave (a E A x : ℝ) :
    HasDerivAt (wellWave a E A) (-(A * wellK a E * Real.sin (wellK a E * x))) x := by
  have h : HasDerivAt (fun y => wellK a E * y) (wellK a E) x := by
    simpa using (hasDerivAt_id' x).const_mul (wellK a E)
  exact (h.cos.const_mul A).congr_deriv (by ring)
```

In the barrier, writing $\chi(x)=B\,e^{-q(x-L/2)}$, it gives $\chi'=-q\chi$.

```lean
/-- Slope of the envelope in the barrier. -/
lemma hasDerivAt_barrierWave (L V b E B x : ℝ) :
    HasDerivAt (barrierWave L V b E B) (-(barrierQ b V E * barrierWave L V b E B x)) x := by
  have h : HasDerivAt (fun y => -(barrierQ b V E * (y - L / 2))) (-(barrierQ b V E)) x := by
    simpa using (((hasDerivAt_id' x).sub_const (L / 2)).const_mul (barrierQ b V E)).fun_neg
  exact (h.exp.const_mul B).congr_deriv (by unfold barrierWave; ring)
```

Differentiating once more, with $\psi=A\cos(kx)$,

$$-\frac{1}{2a}\psi''=\frac{k^2}{2a}\psi=E\psi,\qquad -\frac{1}{2b}\chi''+V\chi=\Bigl(V-\frac{q^2}{2b}\Bigr)\chi=E\chi.$$

The proof follows the same route: it replaces the first derivative by its formula, differentiates again, and uses $k^2=2aE$ or $q^2=2b(V-E)$. `linear_combination` does the final algebra.

```lean
/-- The two pieces of the envelope solve the effective-mass Schrödinger equation with energy `E`
in the well (mass `a`, potential zero) and in the barrier (mass `b`, potential `V`). -/
theorem envelope_equations {a b V E : ℝ} (ha : 0 < a) (hb : 0 < b) (hE : 0 < E) (hV : E < V)
    (L A B x : ℝ) :
    -(1 / (2 * a)) * deriv (deriv (wellWave a E A)) x = E * wellWave a E A x ∧
    -(1 / (2 * b)) * deriv (deriv (barrierWave L V b E B)) x + V * barrierWave L V b E B x
      = E * barrierWave L V b E B x := by
  constructor
  · have h : HasDerivAt (fun y => wellK a E * y) (wellK a E) x := by
      simpa using (hasDerivAt_id' x).const_mul (wellK a E)
    have h2 := (h.sin.const_mul (A * wellK a E)).fun_neg
    have hk : wellK a E ^ 2 = 2 * a * E := Real.sq_sqrt (by positivity)
    have hE' : E = wellK a E ^ 2 / (2 * a) := by rw [hk]; field_simp
    rw [funext fun y => (hasDerivAt_wellWave a E A y).deriv, h2.deriv]
    unfold wellWave
    linear_combination (-(A * Real.cos (wellK a E * x))) * hE'
  · have h2 := ((hasDerivAt_barrierWave L V b E B x).const_mul (barrierQ b V E)).fun_neg
    have hq : barrierQ b V E ^ 2 = 2 * b * (V - E) :=
      Real.sq_sqrt (mul_nonneg (by positivity) (sub_pos.2 hV).le)
    have hV' : V - E = barrierQ b V E ^ 2 / (2 * b) := by rw [hq]; field_simp
    rw [funext fun y => (hasDerivAt_barrierWave L V b E B y).deriv, h2.deriv]
    linear_combination barrierWave L V b E B x * hV'
```

## From matching to the tangent condition

For positive $p$ and $r$, the equations $p\tan t=r$ and $p\sin t=r\cos t$ are equivalent. If $\cos t\neq0$, multiply or divide by it. If $\cos t=0$, then $\sin t=\pm1$, so the second equation would read $\pm p=0$, which is false. The first fails there too, since Lean assigns the tangent the value $0$ at a pole and $r>0$.

```lean
lemma tan_condition_iff {p r t : ℝ} (hp : 0 < p) (hr : 0 < r) :
    p * Real.tan t = r ↔ p * Real.sin t = r * Real.cos t := by
  by_cases hc : Real.cos t = 0
  · -- at a pole of the tangent neither side can hold
    have ht : Real.tan t = 0 := by rw [Real.tan_eq_sin_div_cos, hc, div_zero]
    constructor
    · intro h
      rw [ht, mul_zero] at h
      exact absurd h hr.ne
    · intro h
      rw [hc, mul_zero] at h
      rcases mul_eq_zero.mp h with h | h
      · exact absurd h hp.ne'
      · have h1 := Real.sin_sq_add_cos_sq t
        rw [h, hc] at h1
        norm_num at h1
  · rw [Real.tan_eq_sin_div_cos, ← mul_div_assoc, div_eq_iff hc]
```

With the slopes inserted, matching reads

$$A\cos\frac{kL}{2}=B,\qquad -\frac{Ak}{a}\sin\frac{kL}{2}=-\frac{qB}{b}.$$

If $A=0$, the first equation forces $B=0$, which is excluded. So $A\neq0$; substituting for $B$ and cancelling $A$ leaves

$$\frac{k}{a}\sin\frac{kL}{2}=\frac{q}{b}\cos\frac{kL}{2},\qquad\text{equivalently}\qquad \frac{k}{a}\tan\frac{kL}{2}=\frac{q}{b}.$$

Conversely, when this holds, $A=1$ and $B=\cos(kL/2)$ match. The two halves of the proof are these two directions.

```lean
/-- An energy is an even bound level exactly when it lies between `0` and `V` and satisfies
`(k/a) tan(kL/2) = q/b`. -/
theorem isEvenLevel_iff {L V a b E : ℝ} (ha : 0 < a) (hb : 0 < b) :
    IsEvenLevel L V a b E ↔ 0 < E ∧ E < V ∧
      wellK a E / a * Real.tan (wellK a E * (L / 2)) = barrierQ b V E / b := by
  unfold IsEvenLevel
  refine and_congr_right fun hE => and_congr_right fun hV => ?_
  rw [tan_condition_iff (div_pos (wellK_pos ha hE) ha) (div_pos (barrierQ_pos hb hV) hb)]
  have hB : ∀ B, barrierWave L V b E B (L / 2) = B := by
    intro B
    simp [barrierWave]
  constructor
  · rintro ⟨A, B, h0, h1, h2⟩
    rw [(hasDerivAt_wellWave a E A _).deriv, (hasDerivAt_barrierWave L V b E B _).deriv,
      hB] at h2
    rw [hB, wellWave] at h1
    have hA : A ≠ 0 := by
      rintro rfl
      rw [zero_mul] at h1
      rcases h0 with h | h
      · exact h rfl
      · exact h h1.symm
    rw [← h1] at h2
    exact mul_left_cancel₀ hA (by linear_combination -h2)
  · intro h
    refine ⟨1, Real.cos (wellK a E * (L / 2)), Or.inl one_ne_zero, ?_, ?_⟩
    · rw [hB, wellWave, one_mul]
    · rw [(hasDerivAt_wellWave a E 1 _).deriv, (hasDerivAt_barrierWave L V b E _ _).deriv, hB]
      linear_combination -h
```

## Monotonicity makes the level lowest

Let $0<E<E'$, and let $k'$ be the wave number at $E'$, with $k'L<\pi$. Then $0<kL/2<k'L/2<\pi/2$, where the tangent is positive and increasing. Both factors of $(k/a)\tan(kL/2)$ therefore grow strictly, and so does their product. `mul_lt_mul''` combines the two inequalities.

```lean
/-- On the branch `kL < π` the well side `(k/a) tan(kL/2)` grows strictly with energy. -/
theorem well_side_lt {L a E E' : ℝ} (hL : 0 < L) (ha : 0 < a) (hE : 0 < E) (h : E < E')
    (hb : wellK a E' * L < π) :
    wellK a E / a * Real.tan (wellK a E * (L / 2))
      < wellK a E' / a * Real.tan (wellK a E' * (L / 2)) := by
  have hk := wellK_pos ha hE
  have hkk : wellK a E < wellK a E' :=
    Real.sqrt_lt_sqrt (by positivity) (mul_lt_mul_of_pos_left h (by positivity))
  have hx : 0 < wellK a E * (L / 2) := mul_pos hk (by positivity)
  have hxy : wellK a E * (L / 2) < wellK a E' * (L / 2) :=
    mul_lt_mul_of_pos_right hkk (by positivity)
  have hy : wellK a E' * (L / 2) < π / 2 := by linarith
  exact mul_lt_mul'' (div_lt_div_of_pos_right hkk ha)
    (Real.tan_lt_tan_of_lt_of_lt_pi_div_two (by linarith [Real.pi_pos]) hy hxy)
    (div_pos hk ha).le (Real.tan_pos_of_pos_of_lt_pi_div_two hx (hxy.trans hy)).le
```

Now let $E$ be an even level with $kL<\pi$, and suppose another even level $E'$ lay below it. With $k'$ and $q'$ evaluated at $E'$,

$$\frac{q'}{b}=\frac{k'}{a}\tan\frac{k'L}{2}<\frac{k}{a}\tan\frac{kL}{2}=\frac{q}{b}\le\frac{q'}{b},$$

where the last step holds because $q$ does not increase with energy. This is a contradiction. `IsLeast` says that $E$ belongs to the set of even levels and is a lower bound for it.

```lean
/-- An even level with `kL < π` is the lowest of all even bound levels. -/
theorem isLeast_of_first_branch {L V a b E : ℝ} (hL : 0 < L) (ha : 0 < a) (hb : 0 < b)
    (h : IsEvenLevel L V a b E) (hk : wellK a E * L < π) :
    IsLeast {E' | IsEvenLevel L V a b E'} E := by
  refine ⟨h, fun E' h' => ?_⟩
  by_contra hlt
  have hlt' : E' < E := not_le.mp hlt
  obtain ⟨-, -, e⟩ := (isEvenLevel_iff ha hb).1 h
  obtain ⟨p', -, e'⟩ := (isEvenLevel_iff ha hb).1 h'
  have h1 := well_side_lt hL ha p' hlt' hk
  have h2 : barrierQ b V E / b ≤ barrierQ b V E' / b := by
    have := hlt'.le
    unfold barrierQ
    gcongr
  linarith
```

## Existence from a sign change

Squaring turns the branch condition into a bound on energy:

$$kL<\pi\iff E<P,\qquad P=\frac{\pi^2}{2aL^2}.$$

The bound $P$ is the ground energy of a well of the same width and mass with infinitely high walls.

```lean
lemma first_branch_iff {L a E : ℝ} (hL : 0 < L) (ha : 0 < a) :
    wellK a E * L < π ↔ E < (π / L) ^ 2 / (2 * a) := by
  rw [← lt_div_iff₀ hL, wellK, Real.sqrt_lt' (by positivity), lt_div_iff₀ (by positivity),
    mul_comm E]
```

At zero energy $k=0$, so $F(0)=-\sqrt{2bV}/b<0$. Take $T=\min(V,P)$ as the upper end.

- If $V<P$, then $T=V$ and $q=0$ there. Since $0<kL/2<\pi/2$, $F(V)=(k/a)\sin(kL/2)>0$.
- If $P\le V$, then $T=P$ and $kL/2=\pi/2$ there. The cosine vanishes and $F(P)=\pi/(aL)>0$.

As $F$ is continuous, it has a zero strictly between $0$ and $T$. That zero satisfies both $E<V$ and $kL<\pi$, and the tangent condition follows from $F(E)=0$. If two energies meet all the requirements, each is the lowest even level, so they are equal.

In Lean, `∃!` expresses existence together with uniqueness. The proof obtains $T$ by the two cases above, applies `intermediate_value_Ioo`, and ends with `le_antisymm` applied to the two lower-bound statements.

```lean
/-- For every width, depth and pair of masses, exactly one energy in `(0, V)` satisfies
`kL < π` and `(k/a) tan(kL/2) = q/b`. -/
theorem existsUnique_even_ground_level {L V a b : ℝ} (hL : 0 < L) (hV : 0 < V) (ha : 0 < a)
    (hb : 0 < b) :
    ∃! E, 0 < E ∧ E < V ∧ wellK a E * L < π ∧
      wellK a E / a * Real.tan (wellK a E * (L / 2)) = barrierQ b V E / b := by
  have hcont : Continuous (mismatch L V a b) := by
    unfold mismatch wellK barrierQ
    fun_prop
  have hF0 : mismatch L V a b 0 < 0 := by
    have hq := div_pos (barrierQ_pos hb hV) hb
    have hk0 : wellK a 0 = 0 := by simp [wellK]
    rw [mismatch, hk0]
    simp only [zero_mul, zero_div, Real.cos_zero, mul_one, zero_sub]
    linarith
  -- the mismatch is positive at the top of the well or at the end of the branch
  obtain ⟨T, hT0, hTV, hTP, hFT⟩ : ∃ T, 0 < T ∧ T ≤ V ∧ T ≤ (π / L) ^ 2 / (2 * a) ∧
      0 < mismatch L V a b T := by
    rcases lt_or_ge V ((π / L) ^ 2 / (2 * a)) with h | h
    · refine ⟨V, hV, le_rfl, h.le, ?_⟩
      have hk := wellK_pos ha hV
      have hkL := (first_branch_iff hL ha).2 h
      have hq : barrierQ b V V = 0 := by simp [barrierQ]
      rw [mismatch, hq, zero_div, zero_mul, sub_zero]
      exact mul_pos (div_pos hk ha) (Real.sin_pos_of_pos_of_lt_pi
        (mul_pos hk (by positivity)) (by linarith [Real.pi_pos]))
    · refine ⟨_, by positivity, h, le_rfl, ?_⟩
      have h1 : 2 * a * ((π / L) ^ 2 / (2 * a)) = (π / L) ^ 2 := by field_simp
      have hk : wellK a ((π / L) ^ 2 / (2 * a)) = π / L := by
        rw [wellK, h1, Real.sqrt_sq (by positivity)]
      have h2 : π / L * (L / 2) = π / 2 := by field_simp
      rw [mismatch, hk, h2, Real.sin_pi_div_two, Real.cos_pi_div_two, mul_one, mul_zero,
        sub_zero]
      positivity
  obtain ⟨E, ⟨hE0, hET⟩, hE⟩ :=
    intermediate_value_Ioo hT0.le hcont.continuousOn ⟨hF0, hFT⟩
  have hEV := hET.trans_le hTV
  have hkE := (first_branch_iff hL ha).2 (hET.trans_le hTP)
  have hcond := (tan_condition_iff (div_pos (wellK_pos ha hE0) ha)
    (div_pos (barrierQ_pos hb hEV) hb)).2 (sub_eq_zero.1 hE)
  refine ⟨E, ⟨hE0, hEV, hkE, hcond⟩, ?_⟩
  -- two levels on this branch are both lowest, hence equal
  rintro E' ⟨h0, h1, h2, h3⟩
  have l := (isEvenLevel_iff ha hb).2 ⟨hE0, hEV, hcond⟩
  have l' := (isEvenLevel_iff ha hb).2 ⟨h0, h1, h3⟩
  exact le_antisymm ((isLeast_of_first_branch hL ha hb l' h2).2 l)
    ((isLeast_of_first_branch hL ha hb l hkE).2 l')
```

In a program, this becomes bisection of $F$ on $[0,T]$. The endpoint signs are known in advance, and the only zero in the bracket is the lowest even level, so no scan for a starting interval is needed. With $\hbar$ restored, $k=\sqrt{2aE}/\hbar$, $q=\sqrt{2b(V-E)}/\hbar$ and $P=\hbar^2\pi^2/(2aL^2)$. In atomic units the formulas stand as written, with masses in electron masses, lengths in bohr and energies in hartree.

## A heavier barrier mass lowers the level

The barrier side of the condition can be rewritten as

$$\frac{q}{b}=\frac{\sqrt{2b(V-E)}}{b}=\sqrt{\frac{2(V-E)}{b}}.$$

At fixed energy a heavier barrier mass makes the envelope decay faster, yet it reduces the mass-weighted slope that the well must match.

```lean
lemma barrierQ_div {b V E : ℝ} (hb : 0 < b) : barrierQ b V E / b = √(2 * (V - E) / b) := by
  have h : 2 * b * (V - E) = b ^ 2 * (2 * (V - E) / b) := by field_simp
  rw [barrierQ, h, Real.sqrt_mul (sq_nonneg b), Real.sqrt_sq hb.le,
    mul_div_cancel_left₀ _ hb.ne']
```

Let $b<b'$. Let $E$ be any even level for barrier mass $b$, and $E'$ an even level for $b'$ with $k'L<\pi$, where $k'=\sqrt{2aE'}$. If $E\le E'$ held, then

$$\frac{k}{a}\tan\frac{kL}{2}\le\frac{k'}{a}\tan\frac{k'L}{2}=\sqrt{\frac{2(V-E')}{b'}}<\sqrt{\frac{2(V-E)}{b}}=\frac{k}{a}\tan\frac{kL}{2},$$

which is impossible, so $E'<E$. The strict step amounts to $(V-E')\,b<(V-E)\,b'$, which `nlinarith` derives from $(V-E')(b'-b)>0$ and $(E'-E)\,b'\ge0$. Taking $E$ to be the lowest even level for mass $b$ compares the two even ground levels. A parameter sweep towards larger $b$, with the other inputs fixed, should therefore return strictly decreasing energies for the even ground level, up to the root finder's tolerance.

```lean
/-- With a heavier barrier mass `b'`, the even level with `kL < π` lies strictly below every
even level of the same well with barrier mass `b`. -/
theorem heavier_barrier_lowers_level {L V a b b' E E' : ℝ} (hL : 0 < L) (ha : 0 < a)
    (hb : 0 < b) (hbb : b < b') (h : IsEvenLevel L V a b E) (h' : IsEvenLevel L V a b' E')
    (hk : wellK a E' * L < π) : E' < E := by
  have hb' := hb.trans hbb
  obtain ⟨p, -, e⟩ := (isEvenLevel_iff ha hb).1 h
  obtain ⟨-, v', e'⟩ := (isEvenLevel_iff ha hb').1 h'
  by_contra hn
  have hle : E ≤ E' := not_lt.mp hn
  have h1 : wellK a E / a * Real.tan (wellK a E * (L / 2))
      ≤ wellK a E' / a * Real.tan (wellK a E' * (L / 2)) := by
    rcases hle.lt_or_eq with hlt | heq
    · exact (well_side_lt hL ha p hlt hk).le
    · rw [heq]
  -- the barrier side is strictly smaller for the heavier mass
  have h2 : barrierQ b' V E' / b' < barrierQ b V E / b := by
    rw [barrierQ_div hb', barrierQ_div hb]
    refine Real.sqrt_lt_sqrt
      (div_nonneg (mul_nonneg (by norm_num) (sub_pos.2 v').le) hb'.le) ?_
    rw [div_lt_div_iff₀ hb' hb]
    nlinarith [mul_pos (sub_pos.2 v') (sub_pos.2 hbb), mul_nonneg (sub_nonneg.2 hle) hb'.le]
  linarith

end

end UnequalMassWell
```

```lean
#print axioms UnequalMassWell.envelope_equations
-- 'UnequalMassWell.envelope_equations' depends on axioms: [propext, Classical.choice, Quot.sound]
#print axioms UnequalMassWell.existsUnique_even_ground_level
-- 'UnequalMassWell.existsUnique_even_ground_level' depends on axioms: [propext, Classical.choice, Quot.sound]
#print axioms UnequalMassWell.heavier_barrier_lowers_level
-- 'UnequalMassWell.heavier_barrier_lowers_level' depends on axioms: [propext, Classical.choice, Quot.sound]
```
